# Flux balance with evanescent channels is equivalent to three block relations for a finite S-matrix

A scatterer is connected to leads with finitely many channels. In an open channel the waves propagate; in a closed, or evanescent, channel they grow or decay exponentially. Let \(x\) be the distance outward from the scatterer, \(k_i\) the wavenumber in open channel \(i\), and \(\kappa_j\) the decay constant in closed channel \(j\). Write \(\mathrm i\) for the imaginary unit. The transverse modes are taken to be orthonormal, and the channel wavefunctions along the leads are

\[
\psi_i=\frac{a_i e^{-\mathrm i k_i x}-b_i e^{\mathrm i k_i x}}{\sqrt{k_i}},\qquad
\psi_j=\frac{a_j e^{\kappa_j x}-b_j e^{-\kappa_j x}}{\sqrt{\kappa_j}} .
\]

The scattering matrix gives \(b=Sa\). "Incoming" in a closed channel therefore means the wave that grows outward. Its amplitude vanishes in an infinitely long lead, but need not vanish when another scatterer sits at a finite distance.

In units of \(\hbar/m\), the outward flux \(\operatorname{Im}(\psi^*\psi')\) is \(|b_i|^2-|a_i|^2\) in an open channel and \(2\operatorname{Im}(a_j^*b_j)\) in a closed one. In a stationary state without absorption or gain the total is zero:

\[
\|a_o\|^2-\|b_o\|^2=2\operatorname{Im}\langle a_c,b_c\rangle ,\qquad \langle u,v\rangle=\sum_j u_j^*v_j .
\]

The subscripts \(o\) and \(c\) mark the open and closed parts. With a plus sign in front of \(b\) in the wavefunctions, \(S\) changes sign. In the balance and in the relations for \(S\) below, each explicit \(\mathrm i\) then becomes \(-\mathrm i\), and each \(\operatorname{Im}\) becomes \(-\operatorname{Im}\).

The Lean code starts from this balance as a hypothesis on a matrix. The step from a wave equation to the balance is the short calculation above, and it is not formalised.

## Channels and the balance condition

```lean
import Mathlib

open Matrix
open scoped ComplexOrder

namespace EvanescentScattering

noncomputable section

variable {o c : Type*} [Fintype o] [Fintype c] [DecidableEq o] [DecidableEq c]
```

The types `o` and `c` label the open and closed channels. Both are finite, and either may be empty.

```lean
/-- Flux balance with evanescent channels: for every incoming vector `a` and `b = S a`,
the open-channel norms obey `‖a_o‖² - ‖b_o‖² = 2 Im ⟨a_c, b_c⟩`. -/
def FluxBalance (S : Matrix (o ⊕ c) (o ⊕ c) ℂ) : Prop :=
  ∀ a : o ⊕ c → ℂ,
    ∑ i : o, ‖a (.inl i)‖ ^ 2 - ∑ i : o, ‖(S *ᵥ a) (.inl i)‖ ^ 2
      = 2 * (∑ j : c, star (a (.inr j)) * (S *ᵥ a) (.inr j)).im
```

The sum type `o ⊕ c` is the list of all channels: `.inl i` is open channel \(i\), and `.inr j` is closed channel \(j\). A vector of amplitudes is a function `a : o ⊕ c → ℂ`, and `S *ᵥ a` is the matrix-vector product \(Sa=b\). On complex numbers `star` is complex conjugation, so the last sum is \(\langle a_c,b_c\rangle\), linear in its second argument.

`FluxBalance S` is a proposition about \(S\): the balance holds for every \(a\), including those with growing waves.

## One matrix that measures the violation

```lean
/-- The projector onto the open channels. -/
def openProj (o c : Type*) [DecidableEq o] : Matrix (o ⊕ c) (o ⊕ c) ℂ :=
  fromBlocks 1 0 0 0
```

This is \(P=\begin{pmatrix}1&0\\0&0\end{pmatrix}\), which keeps the open amplitudes. `fromBlocks` takes the blocks in the order upper left, upper right, lower left, lower right.

```lean
/-- The projector onto the closed channels. -/
def closedProj (o c : Type*) [DecidableEq c] : Matrix (o ⊕ c) (o ⊕ c) ℂ :=
  fromBlocks 0 0 0 1
```

Likewise \(Q=\begin{pmatrix}0&0\\0&1\end{pmatrix}\) keeps the closed amplitudes.

```lean
/-- The flux defect `P - Sᴴ P S + i (Q S - Sᴴ Q)`, with `P` and `Q` the projectors onto
the open and the closed channels. -/
def fluxDefect (S : Matrix (o ⊕ c) (o ⊕ c) ℂ) : Matrix (o ⊕ c) (o ⊕ c) ℂ :=
  openProj o c - Sᴴ * openProj o c * S
    + Complex.I • (closedProj o c * S - Sᴴ * closedProj o c)
```

The superscript `ᴴ` is the conjugate transpose, written \(\dagger\) here. The flux defect is

\[
F=P-S^\dagger PS+\mathrm i\,(QS-S^\dagger Q).
\]

## A vanishing quadratic form forces a zero matrix

```lean
/-- A complex square matrix `M` with `vᴴ M v = 0` for every vector `v` is zero. -/
theorem eq_zero_of_expectation {n : Type*} [Fintype n] [DecidableEq n]
    (M : Matrix n n ℂ) (h : ∀ v : n → ℂ, star v ⬝ᵥ M *ᵥ v = 0) : M = 0 := by
  -- polarisation with the vectors u + v and u + i v
  have key : ∀ u v : n → ℂ, star u ⬝ᵥ M *ᵥ v = 0 := by
    intro u v
    have h1 := h (u + v)
    have h2 := h (u + Complex.I • v)
    simp only [star_add, mulVec_add, add_dotProduct, dotProduct_add, h u, h v] at h1
    simp only [star_add, star_smul, mulVec_add, mulVec_smul, add_dotProduct,
      dotProduct_add, smul_dotProduct, dotProduct_smul, h u, h v, smul_eq_mul,
      Complex.star_def, Complex.conj_I] at h2
    linear_combination (1 / 2) * h1 - (Complex.I / 2) * h2
      + (1 / 2) * (star u ⬝ᵥ M *ᵥ v - star v ⬝ᵥ M *ᵥ u) * Complex.I_sq
  ext i j
  have hs : star (Pi.single i 1 : n → ℂ) = Pi.single i 1 := by
    ext k
    by_cases hk : k = i <;> simp [hk]
  have e := key (Pi.single i 1) (Pi.single j 1)
  rw [hs] at e
  simpa using e
```

The expression `star v ⬝ᵥ M *ᵥ v` is the quadratic form \(v^\dagger Mv\).

By hand, set \(X=u^\dagger Mv\) and \(Y=v^\dagger Mu\). The hypothesis for \(u+v\), with the \(u\) and \(v\) terms already zero, gives \(X+Y=0\). For \(u+\mathrm i v\) it gives \(\mathrm i(X-Y)=0\). Hence \(X=0\) for all \(u,v\), and basis vectors pick out every element \(M_{ij}\).

In Lean, `h1` and `h2` are these two equations. The tactic `linear_combination` proves an equation from a stated combination of known ones, here half the first minus \(\mathrm i/2\) times the second, together with a multiple of \(\mathrm i^2=-1\). `Pi.single i 1` is the basis vector with a 1 at position \(i\).

## The quadratic form of the defect

```lean
/-- For every incoming vector `a`, with `F` the flux defect and `b = S a`, the quadratic form
`aᴴ F a` equals `‖a_o‖² - ‖b_o‖² - 2 Im ⟨a_c, b_c⟩`, the violation of flux balance. -/
theorem fluxDefect_expectation (S : Matrix (o ⊕ c) (o ⊕ c) ℂ) (a : o ⊕ c → ℂ) :
    star a ⬝ᵥ fluxDefect S *ᵥ a =
      ((∑ i : o, ‖a (.inl i)‖ ^ 2 - ∑ i : o, ‖(S *ᵥ a) (.inl i)‖ ^ 2
        - 2 * (∑ j : c, star (a (.inr j)) * (S *ᵥ a) (.inr j)).im : ℝ) : ℂ) := by
  have hP : ∀ v : o ⊕ c → ℂ, star v ⬝ᵥ openProj o c *ᵥ v
      = ((∑ i : o, ‖v (.inl i)‖ ^ 2 : ℝ) : ℂ) := by
    intro v
    simp [openProj, dotProduct, fromBlocks_mulVec, Fintype.sum_sum_type, Complex.conj_mul']
  have hQ : ∀ u v : o ⊕ c → ℂ, star u ⬝ᵥ closedProj o c *ᵥ v
      = ∑ j : c, star (u (.inr j)) * v (.inr j) := by
    intro u v
    simp [closedProj, dotProduct, fromBlocks_mulVec, Fintype.sum_sum_type]
  have hadj : ∀ w : o ⊕ c → ℂ, star a ⬝ᵥ Sᴴ *ᵥ w = star (S *ᵥ a) ⬝ᵥ w := by
    intro w
    rw [star_mulVec, dotProduct_mulVec]
  have hz : ∑ j : c, star ((S *ᵥ a) (.inr j)) * a (.inr j)
      = star (∑ j : c, star (a (.inr j)) * (S *ᵥ a) (.inr j)) := by
    rw [star_sum]
    refine Finset.sum_congr rfl fun j _ => ?_
    rw [star_mul, star_star]
  simp only [fluxDefect, add_mulVec, sub_mulVec, smul_mulVec, Matrix.mul_assoc,
    ← mulVec_mulVec, dotProduct_add, dotProduct_sub, dotProduct_smul, hadj, hP, hQ,
    smul_eq_mul]
  rw [hz]
  generalize (∑ j : c, star (a (.inr j)) * (S *ᵥ a) (.inr j)) = z
  -- z - z* = 2 i Im z
  have hI : z - star z = ((2 * z.im : ℝ) : ℂ) * Complex.I := Complex.sub_conj z
  rw [hI]
  push_cast
  linear_combination (2 * (z.im : ℂ)) * Complex.I_sq
```

The theorem says that

\[
a^\dagger Fa=\|a_o\|^2-\|b_o\|^2-2\operatorname{Im}\langle a_c,b_c\rangle .
\]

The annotation `(… : ℝ) : ℂ` says that the right side is a real number regarded as a complex one.

By hand, \(a^\dagger Pa=\|a_o\|^2\) and \(a^\dagger S^\dagger PSa=b^\dagger Pb=\|b_o\|^2\). With \(z=\langle a_c,b_c\rangle=a^\dagger Qb\), the last term of \(F\) contributes

\[
\mathrm i(z-z^*)=\mathrm i\cdot 2\mathrm i\operatorname{Im}z=-2\operatorname{Im}z .
\]

The auxiliary facts `hP` and `hQ` evaluate the projectors, `hadj` moves \(S^\dagger\) onto the left vector, and `hz` identifies the second overlap as \(z^*\). After `generalize` has replaced the overlap by the single letter `z`, only the displayed line of algebra remains.

```lean
/-- Flux balance holds exactly when the flux defect vanishes. -/
theorem fluxBalance_iff_defect (S : Matrix (o ⊕ c) (o ⊕ c) ℂ) :
    FluxBalance S ↔ fluxDefect S = 0 := by
  constructor
  · intro h
    apply eq_zero_of_expectation
    intro a
    rw [fluxDefect_expectation, h a, sub_self, Complex.ofReal_zero]
  · intro h a
    have e := fluxDefect_expectation S a
    rw [h, zero_mulVec, dotProduct_zero] at e
    have e' := Complex.ofReal_eq_zero.mp e.symm
    linarith
```

The symbol `↔` means "if and only if", and `constructor` splits the proof into its two directions. If the balance holds for all \(a\), then \(a^\dagger Fa=0\) for all \(a\), so \(F=0\) by polarisation. If \(F=0\), its quadratic form vanishes, and that is the balance.

## Reading off the blocks

```lean
/-- The flux defect written out in its open and closed blocks. -/
theorem fluxDefect_blocks (A : Matrix o o ℂ) (B : Matrix o c ℂ) (C : Matrix c o ℂ)
    (D : Matrix c c ℂ) :
    fluxDefect (fromBlocks A B C D) =
      fromBlocks (1 - Aᴴ * A) (-(Aᴴ * B) - Complex.I • Cᴴ)
        (Complex.I • C - Bᴴ * A) (Complex.I • (D - Dᴴ) - Bᴴ * B) := by
  simp only [fluxDefect, openProj, closedProj, fromBlocks_conjTranspose, fromBlocks_multiply]
  ext i j
  rcases i with i | i <;> rcases j with j | j <;> simp <;> ring
```

Write \(S=\begin{pmatrix}A&B\\C&D\end{pmatrix}\), so that \(A=S_{oo}\), \(B=S_{oc}\), \(C=S_{co}\) and \(D=S_{cc}\). The first subscript is the outgoing channel type, the second the incoming one. Multiplying out,

\[
S^\dagger PS=\begin{pmatrix}A^\dagger A&A^\dagger B\\B^\dagger A&B^\dagger B\end{pmatrix},\qquad
QS-S^\dagger Q=\begin{pmatrix}0&-C^\dagger\\C&D-D^\dagger\end{pmatrix},
\]

and therefore

\[
F=\begin{pmatrix}1-A^\dagger A&-A^\dagger B-\mathrm i C^\dagger\\ \mathrm i C-B^\dagger A&\mathrm i(D-D^\dagger)-B^\dagger B\end{pmatrix}.
\]

Lean compares the two sides element by element; `rcases` separates the four combinations of open and closed indices.

```lean
/-- Generalised unitarity: flux balance holds for all incoming vectors if and only if
`S_oo` is unitary, `S_coᴴ = i S_ooᴴ S_oc` and `S_ocᴴ S_oc = i (S_cc - S_ccᴴ)`. -/
theorem fluxBalance_iff (S : Matrix (o ⊕ c) (o ⊕ c) ℂ) :
    FluxBalance S ↔
      S.toBlocks₁₁ ∈ unitaryGroup o ℂ ∧
      S.toBlocks₂₁ᴴ = Complex.I • (S.toBlocks₁₁ᴴ * S.toBlocks₁₂) ∧
      S.toBlocks₁₂ᴴ * S.toBlocks₁₂ = Complex.I • (S.toBlocks₂₂ - S.toBlocks₂₂ᴴ) := by
  obtain ⟨A, B, C, D, rfl⟩ : ∃ A B C D, S = fromBlocks A B C D :=
    ⟨_, _, _, _, (fromBlocks_toBlocks S).symm⟩
  rw [fluxBalance_iff_defect, fluxDefect_blocks, ← fromBlocks_zero, fromBlocks_inj]
  simp only [toBlocks_fromBlocks₁₁, toBlocks_fromBlocks₁₂, toBlocks_fromBlocks₂₁,
    toBlocks_fromBlocks₂₂]
  constructor
  · rintro ⟨h1, h2, _, h4⟩
    refine ⟨mem_unitaryGroup_iff'.2 (sub_eq_zero.mp h1).symm, ?_, (sub_eq_zero.mp h4).symm⟩
    ext i j
    have e := congrArg (fun M => M i j) h2
    simp only [Matrix.sub_apply, Matrix.neg_apply, Matrix.smul_apply, smul_eq_mul,
      Matrix.zero_apply] at e ⊢
    linear_combination Complex.I * e + (Cᴴ i j) * Complex.I_sq
  · rintro ⟨h1, h2, h3⟩
    -- the remaining block is the adjoint of the second relation
    have hC : C = -(Complex.I • (Bᴴ * A)) := by
      have e := congrArg conjTranspose h2
      simpa [conjTranspose_smul, conjTranspose_mul] using e
    refine ⟨sub_eq_zero.mpr (mem_unitaryGroup_iff'.1 h1).symm, ?_, ?_,
      sub_eq_zero.mpr h3.symm⟩
    · rw [h2, smul_smul, Complex.I_mul_I]
      simp
    · rw [hC, smul_neg, smul_smul, Complex.I_mul_I]
      simp
```

`toBlocks₁₁`, `toBlocks₁₂`, `toBlocks₂₁` and `toBlocks₂₂` are \(S_{oo}\), \(S_{oc}\), \(S_{co}\) and \(S_{cc}\). The theorem states that flux balance for all \(a\) is equivalent to the three relations together:

\[
S_{oo}\ \text{unitary},\qquad S_{co}^\dagger=\mathrm i\,S_{oo}^\dagger S_{oc},\qquad
S_{oc}^\dagger S_{oc}=\mathrm i\,(S_{cc}-S_{cc}^\dagger).
\]

By hand, set the blocks of \(F\) to zero. The upper left gives \(A^\dagger A=1\), which for a finite square matrix is unitarity. The upper right, multiplied by \(\mathrm i\), gives \(C^\dagger=\mathrm i A^\dagger B\), and the lower right gives the third relation. The lower left is the adjoint of the upper right and adds nothing. Lean discards it in the forward direction, with the underscore in `rintro`, and recovers it in the converse as `hC`, which says \(C=-\mathrm i B^\dagger A\).

With no closed channels, the last two relations are empty and flux balance is ordinary unitarity of \(S\). With no open channels, \(S_{oc}^\dagger S_{oc}=0\), and the balance says that \(S_{cc}\) is Hermitian.

In lossless coherent transport with a finite set of channels, a computed \(S\) that retains evanescent modes should satisfy these relations, provided that its modes have the form, normalisation and sign given at the start.

## What the closed block says about coupling

```lean
/-- Under flux balance, the imaginary part of a diagonal element of `S_cc` is minus half the
sum of the squared moduli of the elements of `S_oc` in the same closed channel. -/
theorem closed_diagonal_im {S : Matrix (o ⊕ c) (o ⊕ c) ℂ} (h : FluxBalance S) (j : c) :
    (S.toBlocks₂₂ j j).im = -(1 / 2) * ∑ i : o, ‖S.toBlocks₁₂ i j‖ ^ 2 := by
  obtain ⟨_, _, h3⟩ := (fluxBalance_iff S).1 h
  have hl : (S.toBlocks₁₂ᴴ * S.toBlocks₁₂) j j
      = ((∑ i : o, ‖S.toBlocks₁₂ i j‖ ^ 2 : ℝ) : ℂ) := by
    simp [Matrix.mul_apply, Complex.conj_mul']
  rw [h3] at hl
  have r := congrArg Complex.re hl
  rw [Complex.ofReal_re] at r
  simp only [Matrix.smul_apply, Matrix.sub_apply, conjTranspose_apply, smul_eq_mul,
    Complex.mul_re, Complex.I_re, Complex.I_im, Complex.sub_im, Complex.star_def,
    Complex.conj_im] at r
  linarith
```

Curly braces around `S` mean that Lean infers it from the hypothesis `h`. For each closed channel \(j\),

\[
\operatorname{Im}(S_{cc})_{jj}=-\tfrac12\sum_i|(S_{oc})_{ij}|^2 .
\]

This is the diagonal of the third relation: its left side is \(\sum_i|(S_{oc})_{ij}|^2\), and its right side is \(\mathrm i\cdot2\mathrm i\operatorname{Im}(S_{cc})_{jj}\). The proof computes the left side in `hl`, takes real parts, and leaves the rearrangement to `linarith`. The imaginary part is thus never positive, and its size measures how strongly a growing wave in channel \(j\) feeds the open channels.

```lean
/-- Under flux balance, the closed block `S_cc` is Hermitian exactly when `S_oc` vanishes. -/
theorem closed_hermitian_iff {S : Matrix (o ⊕ c) (o ⊕ c) ℂ} (h : FluxBalance S) :
    S.toBlocks₂₂.IsHermitian ↔ S.toBlocks₁₂ = 0 := by
  obtain ⟨_, _, h3⟩ := (fluxBalance_iff S).1 h
  constructor
  · intro hH
    apply conjTranspose_mul_self_eq_zero.mp
    rw [h3, hH.eq, sub_self, smul_zero]
  · intro h0
    have hz : Complex.I • (S.toBlocks₂₂ - S.toBlocks₂₂ᴴ) = 0 := by
      rw [← h3, h0, Matrix.mul_zero]
    show S.toBlocks₂₂ᴴ = S.toBlocks₂₂
    ext i j
    have e := congrArg (fun M => M i j) hz
    simp only [Matrix.smul_apply, Matrix.sub_apply, Matrix.zero_apply, smul_eq_mul] at e
    have e' := (mul_eq_zero.mp e).resolve_left Complex.I_ne_zero
    linear_combination -e'
```

If \(S_{cc}\) is Hermitian, the third relation gives \(S_{oc}^\dagger S_{oc}=0\). The diagonal elements of this product are sums of squared moduli, so every element of \(S_{oc}\) is zero. Conversely, \(S_{oc}=0\) gives \(\mathrm i(S_{cc}-S_{cc}^\dagger)=0\), and dividing by \(\mathrm i\) shows that \(S_{cc}\) is Hermitian. The two halves of the Lean proof are these two arguments.

## One open and one closed channel

```lean
/-- One open and one closed channel with `S_oo = S_oc = 1`, `S_co = -i`, `S_cc = -i/2`:
flux balance holds, and the full matrix `S` is not unitary. -/
theorem fluxBalance_witness :
    FluxBalance (fromBlocks !![1] !![1] !![-Complex.I] !![-Complex.I / 2] :
      Matrix (Fin 1 ⊕ Fin 1) (Fin 1 ⊕ Fin 1) ℂ) ∧
    (fromBlocks !![1] !![1] !![-Complex.I] !![-Complex.I / 2] :
      Matrix (Fin 1 ⊕ Fin 1) (Fin 1 ⊕ Fin 1) ℂ) ∉ unitaryGroup (Fin 1 ⊕ Fin 1) ℂ := by
  constructor
  · rw [fluxBalance_iff]
    simp only [toBlocks_fromBlocks₁₁, toBlocks_fromBlocks₁₂, toBlocks_fromBlocks₂₁,
      toBlocks_fromBlocks₂₂]
    refine ⟨mem_unitaryGroup_iff'.2 ?_, ?_, ?_⟩ <;> ext i j <;> fin_cases i <;>
      fin_cases j <;> simp [Matrix.mul_apply, star_eq_conjTranspose, Complex.ext_iff]
    norm_num
  · intro h
    -- the first column of S has squared norm 2
    have e := congrArg (fun M => M (Sum.inl 0) (Sum.inl 0)) (mem_unitaryGroup_iff'.1 h)
    simp [star_eq_conjTranspose, Matrix.mul_apply, Fintype.sum_sum_type] at e

end

end EvanescentScattering
```

`Fin 1` is a type with one element, so this is the \(2\times2\) matrix

\[
S=\begin{pmatrix}1&1\\-\mathrm i&-\mathrm i/2\end{pmatrix}.
\]

The three relations hold: \(|S_{oo}|=1\), \(S_{co}^*=\mathrm i=\mathrm i\cdot1\cdot1\), and \(\mathrm i(-\mathrm i/2-\mathrm i/2)=1=|S_{oc}|^2\). By the equivalence, flux balance holds. The full matrix is nevertheless not unitary, because its first column has squared norm \(1+1=2\). Lean obtains the contradiction from the upper left element of \(S^\dagger S=1\).

Flux conservation thus makes the open block unitary, while the full matrix, closed channels included, need not be.

```lean
#print axioms EvanescentScattering.fluxBalance_iff
#print axioms EvanescentScattering.closed_diagonal_im
#print axioms EvanescentScattering.closed_hermitian_iff
```

```
'EvanescentScattering.fluxBalance_iff' depends on axioms: [propext, Classical.choice, Quot.sound]
'EvanescentScattering.closed_diagonal_im' depends on axioms: [propext, Classical.choice, Quot.sound]
'EvanescentScattering.closed_hermitian_iff' depends on axioms: [propext, Classical.choice, Quot.sound]
```
